# Degrees of freedom of N particles without total momentum or angular momentum, and the kinetic temperature they define

A molecular dynamics run follows a few atoms in a periodic cell. Their total momentum was set to zero at the start, and the forces keep it there. The temperature is read off the kinetic energy, which requires the number of independent velocity components. For an isolated molecule the total angular momentum may be set to zero as well, and the number changes again. The problems below find both counts for classical nuclei without bond constraints, and then the temperature error that a wrong count causes in the periodic cell.

## Velocities, conserved quantities and rigid motions

Particles are labelled $i=0,\dots,N-1$, with masses $m_i$, positions $r_i$ and velocities $v_i$ in $\mathbb R^3$. In Lean, `Fin N` holds the labels and `Vec` is the type of three-component real vectors.

```lean
import Mathlib

open Matrix

namespace ConstrainedDegreesOfFreedom

/-- Vectors in three-dimensional space. -/
abbrev Vec := Fin 3 → ℝ
```

At fixed positions, the total momentum and the angular momentum about the origin,
$$P(v)=\sum_i m_i v_i,\qquad L(v)=\sum_i m_i\, r_i\times v_i,$$
are linear in the velocities, and the code defines them as linear maps.

```lean
variable {N : ℕ}

/-- Total momentum `∑ mᵢ vᵢ`, as a linear map of the velocities. -/
def momentum (m : Fin N → ℝ) : (Fin N → Vec) →ₗ[ℝ] Vec where
  toFun v := ∑ i, m i • v i
  map_add' v w := by
    simp only [Pi.add_apply, smul_add, Finset.sum_add_distrib]
  map_smul' c v := by
    simp only [RingHom.id_apply, Finset.smul_sum, Pi.smul_apply]
    exact Finset.sum_congr rfl fun i _ => smul_comm _ _ _

/-- Total angular momentum `∑ mᵢ rᵢ × vᵢ` about the origin, as a linear map of the velocities. -/
def angularMomentum (m : Fin N → ℝ) (r : Fin N → Vec) : (Fin N → Vec) →ₗ[ℝ] Vec where
  toFun v := ∑ i, m i • (r i ⨯₃ v i)
  map_add' v w := by
    simp only [Pi.add_apply, map_add, smul_add, Finset.sum_add_distrib]
  map_smul' c v := by
    simp only [RingHom.id_apply, Finset.smul_sum, Pi.smul_apply, map_smul]
    exact Finset.sum_congr rfl fun i _ => smul_comm _ _ _
```

The constrained velocities are then kernels: $P=0$ for `zeroMomentum`, and $P=0$ together with $L=0$ for `internalVelocities`.

```lean
/-- The velocities with zero total momentum. -/
def zeroMomentum (m : Fin N → ℝ) : Submodule ℝ (Fin N → Vec) :=
  LinearMap.ker (momentum m)

/-- The velocities with zero total momentum and zero total angular momentum. -/
def internalVelocities (m : Fin N → ℝ) (r : Fin N → Vec) : Submodule ℝ (Fin N → Vec) :=
  LinearMap.ker (momentum m) ⊓ LinearMap.ker (angularMomentum m r)
```

A rigid motion with drift $a$ and angular velocity $b$ gives particle $i$ the velocity $R(a,b)_i=a+b\times r_i$.

```lean
/-- The velocities `a + b × rᵢ` of a rigid motion with drift `a` and angular velocity `b`. -/
def rigidVelocity (r : Fin N → Vec) : (Vec × Vec) →ₗ[ℝ] (Fin N → Vec) where
  toFun x := fun i => x.1 + x.2 ⨯₃ r i
  map_add' x y := by
    funext i
    simp only [Prod.fst_add, Prod.snd_add, map_add, LinearMap.add_apply, Pi.add_apply]
    abel
  map_smul' c x := by
    funext i
    simp only [Prod.smul_fst, Prod.smul_snd, map_smul, LinearMap.smul_apply, Pi.smul_apply,
      RingHom.id_apply, smul_add]
```

## (a) The unconstrained count

**Task.** Show that the space of all velocities has dimension $3N$.

**Solution.** Each of the $N$ velocities has three components, and all of them can be chosen independently. `Module.finrank` is the dimension, and Lean adds up the dimensions of the $N$ factors.

```lean
/-- The velocities of `N` particles have `3N` components. -/
theorem finrank_velocities : Module.finrank ℝ (Fin N → Vec) = 3 * N := by
  rw [Module.finrank_pi_fintype]
  simp [mul_comm]
```

## (b) Removing the total momentum

**Task.** For $N\ge1$ and positive masses, show that
$$\dim\{v: P(v)=0\}+3=3N .$$

**Solution.** The total mass $M=\sum_i m_i$ is positive. Given any vector $p$, let every particle move with velocity $p/M$. Then $P=\sum_i m_i\,p/M=p$, so $P$ reaches all of $\mathbb R^3$ and has rank 3. Rank plus kernel dimension equals $3N$, which is the claim.

In the proof, `hs` is the uniform-drift step, and `omega` does the final integer arithmetic. The equation is written with a sum because subtraction of natural numbers in Lean stops at zero.

```lean
/-- For at least one particle and positive masses, the velocities with zero total momentum
form a space of dimension `3N - 3`. -/
theorem finrank_zeroMomentum (hN : 1 ≤ N) (m : Fin N → ℝ) (hm : ∀ i, 0 < m i) :
    Module.finrank ℝ (zeroMomentum m) + 3 = 3 * N := by
  have hM : 0 < ∑ i, m i :=
    Finset.sum_pos (fun i _ => hm i) ⟨⟨0, hN⟩, Finset.mem_univ _⟩
  -- a uniform drift produces any prescribed total momentum
  have hs : Function.Surjective (momentum m) := by
    intro p
    refine ⟨fun _ => (∑ i, m i)⁻¹ • p, ?_⟩
    change ∑ i, m i • ((∑ j, m j)⁻¹ • p) = p
    rw [← Finset.sum_smul, smul_smul, mul_inv_cancel₀ hM.ne', one_smul]
  have h := LinearMap.finrank_range_add_finrank_ker (momentum m)
  rw [LinearMap.range_eq_top.2 hs, finrank_top, Module.finrank_fin_fun,
    finrank_velocities] at h
  unfold zeroMomentum
  omega
```

## (c) Pairing rigid motions with the conserved quantities

**Task.** For all vectors $a,b$ and all velocities $v$, show that
$$a\cdot P(v)+b\cdot L(v)=\sum_i m_i\,(a+b\times r_i)\cdot v_i .$$

**Solution.** The cyclic property of the triple product gives $b\cdot(r_i\times v_i)=(b\times r_i)\cdot v_i$. Multiply by $m_i$, add $m_i\,a\cdot v_i$, and sum over $i$. Lean writes out the three components of each term and lets `ring` compare the polynomials. The signs of the masses play no role.

```lean
/-- Pairing a drift `a` with the momentum and an angular velocity `b` with the angular momentum
gives the mass-weighted overlap of the rigid motion with the velocities. -/
theorem rigid_pairing (m : Fin N → ℝ) (r v : Fin N → Vec) (a b : Vec) :
    a ⬝ᵥ momentum m v + b ⬝ᵥ angularMomentum m r v =
      ∑ i, m i * (rigidVelocity r (a, b) i ⬝ᵥ v i) := by
  simp only [momentum, angularMomentum, LinearMap.coe_mk, AddHom.coe_mk, dotProduct,
    Fin.sum_univ_three, Finset.sum_apply, Pi.smul_apply, smul_eq_mul, Finset.mul_sum,
    ← Finset.sum_add_distrib]
  refine Finset.sum_congr rfl fun i _ => ?_
  have e : ∀ k, rigidVelocity r (a, b) i k = a k + (b ⨯₃ r i) k := fun _ => rfl
  simp only [e]
  simp [cross_apply]
  ring
```

## (d) When a rigid motion can be recognised from the velocities

**Task.** Show that
$$R \text{ is injective}\iff \text{the positions are not collinear}.$$

**Solution.** Since $R$ is linear, it is injective exactly when $R(a,b)=0$ forces $a=b=0$.

Suppose the positions are collinear, $r_i=p+t_i u$. Choose $b\neq0$ with $b\times u=0$: take $b=u$, or any nonzero vector if $u=0$. With $a=-b\times p$,
$$a+b\times r_i=t_i\,b\times u=0 .$$
This rotation about the common line moves no particle, so $R$ is not injective.

Now suppose the positions are not collinear and $a+b\times r_i=0$ for all $i$. If $b\neq0$, insert $b\times r_i=-a$ into $b\times(b\times r_i)=(b\cdot r_i)\,b-|b|^2r_i$ to get
$$r_i=\frac{b\times a}{|b|^2}+\frac{b\cdot r_i}{|b|^2}\,b .$$
All particles would lie on one line, a contradiction. Hence $b=0$. There is at least one particle, because an empty set counts as collinear, and its equation now reads $a=0$.

`Collinear ℝ (Set.range r)` says that some line contains all the positions. It therefore includes the case where all particles coincide and every case with $N\le2$. The three `linear_combination` lines verify the formula for $r_i$ component by component, with `c` standing for $1/|b|^2$.

```lean
/-- Different rigid motions give different particle velocities exactly when the positions
are not collinear. -/
theorem rigidVelocity_injective_iff (r : Fin N → Vec) :
    Function.Injective (rigidVelocity r) ↔ ¬ Collinear ℝ (Set.range r) := by
  constructor
  · intro hinj hcol
    rw [collinear_iff_exists_forall_eq_smul_vadd] at hcol
    obtain ⟨p, v, hv⟩ := hcol
    -- a rotation about the common line moves no particle
    obtain ⟨b, hb, hbv⟩ : ∃ b : Vec, b ≠ 0 ∧ b ⨯₃ v = 0 := by
      by_cases h : v = 0
      · exact ⟨![1, 0, 0], fun h' => by simpa using congrFun h' 0, by rw [h, map_zero]⟩
      · exact ⟨v, h, cross_self v⟩
    have h0 : rigidVelocity r (-(b ⨯₃ p), b) = 0 := by
      funext i
      obtain ⟨t, ht⟩ := hv (r i) ⟨i, rfl⟩
      change -(b ⨯₃ p) + b ⨯₃ r i = 0
      rw [ht, vadd_eq_add, map_add, map_smul, hbv, smul_zero, zero_add, neg_add_cancel]
    exact hb (congrArg Prod.snd (hinj (h0.trans (map_zero _).symm)))
  · intro hcol
    rw [injective_iff_map_eq_zero]
    rintro ⟨a, b⟩ hx
    have hi : ∀ i, a + b ⨯₃ r i = 0 := fun i => congrFun hx i
    have hb : b = 0 := by
      by_contra hb
      apply hcol
      have hn : b ⬝ᵥ b ≠ 0 := fun h => hb (dotProduct_self_eq_zero.1 h)
      obtain ⟨c, hc⟩ : ∃ c : ℝ, c * (b ⬝ᵥ b) = 1 := ⟨_, inv_mul_cancel₀ hn⟩
      simp only [dotProduct, Fin.sum_univ_three] at hc
      -- all particles at rest lie on the rotation axis
      rw [collinear_iff_exists_forall_eq_smul_vadd]
      refine ⟨c • (b ⨯₃ a), b, ?_⟩
      rintro _ ⟨i, rfl⟩
      refine ⟨c * (b 0 * r i 0 + b 1 * r i 1 + b 2 * r i 2), ?_⟩
      have h0 : a 0 + (b ⨯₃ r i) 0 = 0 := congrFun (hi i) 0
      have h1 : a 1 + (b ⨯₃ r i) 1 = 0 := congrFun (hi i) 1
      have h2 : a 2 + (b ⨯₃ r i) 2 = 0 := congrFun (hi i) 2
      simp [cross_apply] at h0 h1 h2
      ext k
      change r i k = c * (b 0 * r i 0 + b 1 * r i 1 + b 2 * r i 2) * b k + c * (b ⨯₃ a) k
      fin_cases k <;> simp [cross_apply]
      · linear_combination (-r i 0) * hc - c * (b 1 * h2 - b 2 * h1)
      · linear_combination (-r i 1) * hc - c * (b 2 * h0 - b 0 * h2)
      · linear_combination (-r i 2) * hc - c * (b 0 * h1 - b 1 * h0)
    subst hb
    have hne : (Set.range r).Nonempty := by
      by_contra h
      rw [Set.not_nonempty_iff_eq_empty] at h
      exact hcol (h ▸ collinear_empty ℝ Vec)
    obtain ⟨_, i, _⟩ := hne
    have ha : a = 0 := by simpa using hi i
    rw [ha]
    rfl
```

## (e) Independence of the six constraints

**Task.** Let $J(v)=(P(v),L(v))$. For positive masses, show that
$$J\text{ is surjective}\iff R\text{ is injective}.$$

**Solution.** Suppose $J$ is surjective and $R(a,b)=0$. Working with numerical values in fixed units, choose $v$ with $P(v)=a$ and $L(v)=b$. The identity in (c) becomes $|a|^2+|b|^2=0$, so $a=b=0$.

Conversely, let $R$ be injective and suppose $J(R(a,b))=0$. Put $v_i=a+b\times r_i$ in (c):
$$0=\sum_i m_i|v_i|^2 .$$
This is twice the kinetic energy. The masses are positive, so every $v_i$ vanishes, and injectivity of $R$ gives $a=b=0$. Thus $J\circ R$ is an injective linear map from a six-dimensional space to itself, hence surjective, and so $J$ is surjective. In Lean, `hJ` is the injectivity of this composition.

```lean
/-- For positive masses, the six momentum and angular momentum components can be prescribed
freely exactly when different rigid motions give different particle velocities. -/
theorem constraints_independent_iff (m : Fin N → ℝ) (hm : ∀ i, 0 < m i) (r : Fin N → Vec) :
    Function.Surjective ((momentum m).prod (angularMomentum m r)) ↔
      Function.Injective (rigidVelocity r) := by
  constructor
  · intro hs
    rw [injective_iff_map_eq_zero]
    rintro ⟨a, b⟩ hx
    obtain ⟨v, hv⟩ := hs (a, b)
    have h1 : momentum m v = a := congrArg Prod.fst hv
    have h2 : angularMomentum m r v = b := congrArg Prod.snd hv
    have h := rigid_pairing m r v a b
    rw [h1, h2, hx] at h
    simp only [Pi.zero_apply, zero_dotProduct, mul_zero, Finset.sum_const_zero] at h
    have ha : 0 ≤ a ⬝ᵥ a := Finset.sum_nonneg fun i _ => mul_self_nonneg (a i)
    have hb : 0 ≤ b ⬝ᵥ b := Finset.sum_nonneg fun i _ => mul_self_nonneg (b i)
    have ha0 : a = 0 := dotProduct_self_eq_zero.1 (by linarith)
    have hb0 : b = 0 := dotProduct_self_eq_zero.1 (by linarith)
    rw [ha0, hb0]
    rfl
  · intro hinj
    -- a rigid motion without momentum and angular momentum has no kinetic energy
    have hJ : Function.Injective
        (((momentum m).prod (angularMomentum m r)).comp (rigidVelocity r)) := by
      rw [injective_iff_map_eq_zero]
      rintro ⟨a, b⟩ hx
      have h1 : momentum m (rigidVelocity r (a, b)) = 0 := congrArg Prod.fst hx
      have h2 : angularMomentum m r (rigidVelocity r (a, b)) = 0 := congrArg Prod.snd hx
      have h := rigid_pairing m r (rigidVelocity r (a, b)) a b
      rw [h1, h2, dotProduct_zero, dotProduct_zero, add_zero] at h
      have hz := (Finset.sum_eq_zero_iff_of_nonneg (fun i _ => mul_nonneg (hm i).le
        (Finset.sum_nonneg fun k _ => mul_self_nonneg (rigidVelocity r (a, b) i k)))).1 h.symm
      apply hinj
      rw [map_zero]
      funext i
      exact dotProduct_self_eq_zero.1
        ((mul_eq_zero.1 (hz i (Finset.mem_univ i))).resolve_left (hm i).ne')
    intro y
    obtain ⟨x, hx⟩ := LinearMap.injective_iff_surjective.1 hJ y
    exact ⟨rigidVelocity r x, hx⟩
```

## (f) Removing the angular momentum as well

**Task.** For positive masses, show that
$$\dim\{v:P(v)=0,\ L(v)=0\}+6=3N\iff\text{the positions are not collinear}.$$

**Solution.** The space on the left is the kernel of $J$, so its dimension plus the rank of $J$ is $3N$. The equation therefore says that $J$ has rank 6, which means that it is surjective. By (e) and (d), this happens exactly when the positions are not collinear. The Lean proof rewrites the right-hand side with these two equivalences and then uses rank–nullity in both directions.

```lean
/-- For positive masses, the velocities with zero momentum and zero angular momentum form a
space of dimension `3N - 6` exactly when the positions are not collinear. -/
theorem finrank_internalVelocities_iff (m : Fin N → ℝ) (hm : ∀ i, 0 < m i)
    (r : Fin N → Vec) :
    Module.finrank ℝ (internalVelocities m r) + 6 = 3 * N ↔
      ¬ Collinear ℝ (Set.range r) := by
  rw [← rigidVelocity_injective_iff, ← constraints_independent_iff m hm r]
  have h := LinearMap.finrank_range_add_finrank_ker
    ((momentum m).prod (angularMomentum m r))
  rw [LinearMap.ker_prod, finrank_velocities] at h
  have h6 : Module.finrank ℝ (Vec × Vec) = 6 := by
    rw [Module.finrank_prod, Module.finrank_fin_fun]
  unfold internalVelocities
  constructor
  · intro hd
    apply LinearMap.range_eq_top.1
    apply Submodule.eq_top_of_finrank_eq
    omega
  · intro hs
    rw [LinearMap.range_eq_top.2 hs, finrank_top, h6] at h
    omega
```

The same pairing argument also handles a linear molecule, which is not treated in the code. If the positions are collinear but not all equal, exactly one independent rigid motion is invisible, namely the rotation about the axis. The rank of $J$ is then 5, and $3N-5$ dimensions remain.

Angular momentum could also have been taken about the centre of mass $r_{\mathrm{cm}}$. It would be $L-r_{\mathrm{cm}}\times P$, which equals $L$ when $P=0$, so the constrained space would be the same. Only the rigid velocities in (c) would change, to $a+b\times(r_i-r_{\mathrm{cm}})$.

## (g) The temperature from the wrong count

If a kinetic energy $K$ is shared among $f$ degrees of freedom, its kinetic temperature $T$ is fixed by $K=\tfrac f2k_BT$, where $k_B$ is Boltzmann's constant. This is classical equipartition, with $\tfrac12k_BT$ for each quadratic velocity term, applied to the kinetic energy at one instant. The code takes it as a definition.

```lean
/-- `T` is a kinetic temperature for kinetic energy `K` shared among `f` degrees of freedom:
`K = (f/2) k_B T`. -/
def IsKineticTemperature (kB : ℝ) (f : ℕ) (K T : ℝ) : Prop :=
  K = (f : ℝ) / 2 * kB * T
```

**Task.** Let $T$ be the temperature obtained with the degrees of freedom from (b), and $T'$ the one obtained from the same $K$ with $3N$. For $N\ge1$, positive masses and $k_B>0$, show that
$$T'=\frac{N-1}{N}\,T .$$

**Solution.** Both temperatures describe the same kinetic energy:
$$\frac{3N-3}{2}k_BT=K=\frac{3N}{2}k_BT' .$$
Multiply by $2/3$ and cancel $k_B$ to get $(N-1)T=NT'$, then divide by $N$. For $N=1$ the constraint leaves no motion: $K=0$, $T'=0$, and $T$ is undetermined.

Periodicity enters through the choice of constraint. A periodic cell is invariant under translations but not under arbitrary rotations, so in general the total momentum is conserved and the total angular momentum is not. The theorem itself contains no cell and no forces. In the proof, `key` is the cancelled equation before division by $k_B$.

```lean
/-- For at least one particle, positive masses and positive `k_B`, counting `3N` degrees of
freedom instead of those with zero total momentum multiplies the temperature by `(N - 1)/N`. -/
theorem reported_temperature (hN : 1 ≤ N) (m : Fin N → ℝ) (hm : ∀ i, 0 < m i)
    {kB K T T' : ℝ} (hk : 0 < kB)
    (hT : IsKineticTemperature kB (Module.finrank ℝ (zeroMomentum m)) K T)
    (hT' : IsKineticTemperature kB (3 * N) K T') :
    T' = ((N : ℝ) - 1) / N * T := by
  have hf : (Module.finrank ℝ (zeroMomentum m) : ℝ) + 3 = 3 * N := by
    exact_mod_cast finrank_zeroMomentum hN m hm
  have hN0 : (N : ℝ) ≠ 0 := by
    exact_mod_cast (show N ≠ 0 by omega)
  unfold IsKineticTemperature at hT hT'
  push_cast at hT'
  -- both temperatures describe the same kinetic energy
  have key : kB * (N * T') = kB * (((N : ℝ) - 1) * T) := by
    linear_combination (2 / 3) * hT - (2 / 3) * hT' + (1 / 3) * kB * T * hf
  have h := mul_left_cancel₀ hk.ne' key
  rw [div_mul_eq_mul_div, eq_div_iff hN0]
  linear_combination h
```

## (h) Eight atoms

**Task.** For a cell of eight atoms under the same conditions, show that
$$T'=\tfrac78\,T .$$

**Solution.** Set $N=8$ in (g): 21 degrees of freedom carry the kinetic energy, but 24 are counted. A system at a kinetic temperature of 800 K would be reported at 700 K.

```lean
/-- For eight atoms with positive masses and positive `k_B`, counting 24 degrees of freedom
instead of those with zero total momentum reports `7/8` of the temperature. -/
theorem eight_atom_temperature (m : Fin 8 → ℝ) (hm : ∀ i, 0 < m i)
    {kB K T T' : ℝ} (hk : 0 < kB)
    (hT : IsKineticTemperature kB (Module.finrank ℝ (zeroMomentum m)) K T)
    (hT' : IsKineticTemperature kB (3 * 8) K T') :
    T' = 7 / 8 * T := by
  have h := reported_temperature (by norm_num) m hm hk hT hT'
  norm_num at h
  exact h

end ConstrainedDegreesOfFreedom
```

```lean
#print axioms ConstrainedDegreesOfFreedom.finrank_internalVelocities_iff
-- 'ConstrainedDegreesOfFreedom.finrank_internalVelocities_iff' depends on axioms: [propext, Classical.choice, Quot.sound]
#print axioms ConstrainedDegreesOfFreedom.reported_temperature
-- 'ConstrainedDegreesOfFreedom.reported_temperature' depends on axioms: [propext, Classical.choice, Quot.sound]
#print axioms ConstrainedDegreesOfFreedom.eight_atom_temperature
-- 'ConstrainedDegreesOfFreedom.eight_atom_temperature' depends on axioms: [propext, Classical.choice, Quot.sound]
```
